# Convex damping factors that vanish from order N on give a nonnegative kernel

A: Let g_0, g_1, … be real numbers that vanish from index N on and satisfy g_n − 2g_{n+1} + g_{n+2} ≥ 0 for every n ≥ 0. Then, for every real t,

K(t) = g_0 + 2 Σ_{0<n<N} g_n cos(nt) ≥ 0.

For N ≥ 1 and c > 0, the Lorentz factors g_n = sinh(c(1 − n/N))/sinh c, cut off at N, even give K(t) > 0.

Q: I compute densities of states. Where is the density in this?

A: A density of states rebuilt from finitely many Chebyshev moments can come out negative, and damping the moments is meant to prevent that. Take a finite Hermitian Hamiltonian, rescaled so that its L eigenvalues E_j = cos φ_j lie strictly between −1 and 1. Its moments are μ_n = (1/L) Σ_j T_n(E_j), where T_n(cos θ) = cos(nθ). At x = cos θ with 0 < θ < π, the reconstructed density is

ρ(x) = [g_0 μ_0 + 2 Σ_{0<n<N} g_n μ_n T_n(x)] / (π sin θ).

Since cos(nθ) cos(nφ) = ½[cos(n(θ−φ)) + cos(n(θ+φ))], this equals

ρ(x) = (1/(π sin θ)) (1/L) Σ_j ½[K(θ−φ_j) + K(θ+φ_j)].

So K ≥ 0 gives ρ ≥ 0. This averaging over levels is the step you have to add yourself, because the Lean theorems concern K alone and contain no Hamiltonian.

```lean
import Mathlib

open Finset

namespace ConvexDamping

noncomputable section
```

Q: Then show me that the Lean kernel is the one I use.

A: In `dampedKernel g N t`, the sequence `g : ℕ → ℝ` holds the damping factors, `N` is, for N ≥ 1, the number of moments kept, and `t` is an angle. `Ico 1 N` means 1 ≤ n < N, so for N ≥ 2 the last cosine is cos((N−1)t), while orders 0 and 1 both leave just g_0.

```lean
/-- The damped kernel of order `N`: `g 0 + 2 ∑ g n cos (n t)`, summed over `0 < n < N`. -/
def dampedKernel (g : ℕ → ℝ) (N : ℕ) (t : ℝ) : ℝ :=
  g 0 + 2 * ∑ n ∈ Ico 1 N, g n * Real.cos (n * t)
```

The convexity condition concerns this combination, which I write Δ_n:

```lean
/-- The second difference of the damping factors at `n`. -/
def secondDiff (g : ℕ → ℝ) (n : ℕ) : ℝ := g n - 2 * g (n + 1) + g (n + 2)
```

Two auxiliary functions do the work. Let D_n be the undamped kernel with n cosines, which in Lean has order `n + 1`, and let F_n be the sum of the first n of them:

D_n = 1 + 2 Σ_{1≤k≤n} cos(kt),  F_n = D_0 + … + D_{n−1}.

F_n is not normalised; the textbook Fejér kernel is F_n/n.

```lean
/-- The Fejér sum: the sum of the undamped kernels of orders `1, ..., n`. -/
def fejerSum (n : ℕ) (t : ℝ) : ℝ :=
  ∑ m ∈ range n, dampedKernel (fun _ => 1) (m + 1) t
```

The Lorentz factors carry a parameter c, often written λ. Together with N it sets the broadening: when c is about 3 or more and N is much larger than c, c/N is roughly the angular half-width at half maximum that a sharp level acquires. For small c the width stays of order 1/N.

```lean
/-- The Lorentz damping factors `sinh (c (1 - n/N)) / sinh c` for `n < N`, continued by zero;
the domain is `c ≠ 0` and `N > 0`. -/
def lorentz (c : ℝ) (N n : ℕ) : ℝ :=
  if n < N then Real.sinh (c * (1 - (n : ℝ) / N)) / Real.sinh c else 0
```

Q: Cosines change sign. Where does positivity come from?

A: From a telescoping sum. Adding one cosine raises the order by one:

```lean
/-- Raising the order of the kernel from `n + 1` to `n + 2` adds the term
`2 g (n + 1) cos ((n + 1) t)`. -/
theorem dampedKernel_succ (g : ℕ → ℝ) (n : ℕ) (t : ℝ) :
    dampedKernel g (n + 1 + 1) t =
      dampedKernel g (n + 1) t + 2 * g (n + 1) * Real.cos (((n : ℝ) + 1) * t) := by
  unfold dampedKernel
  rw [Finset.sum_Ico_succ_top (by omega)]
  push_cast
  ring
```

The identity 2 cos t cos((n+1)t) = cos((n+2)t) + cos(nt) then gives, by induction from D_0 = 1,

(1 − cos t) D_n = cos(nt) − cos((n+1)t).

In Lean, `hc` is that cosine identity, and `linear_combination` adds it to the induction hypothesis.

```lean
/-- The undamped kernel in closed form, multiplied by `1 - cos t`. -/
theorem undamped_closed (n : ℕ) (t : ℝ) :
    (1 - Real.cos t) * dampedKernel (fun _ => 1) (n + 1) t =
      Real.cos (n * t) - Real.cos (((n : ℝ) + 1) * t) := by
  induction n with
  | zero => simp [dampedKernel]
  | succ n ih =>
    -- the three-term recurrence of the Chebyshev polynomials
    have hc : Real.cos (((n : ℝ) + 1 + 1) * t) =
        2 * Real.cos t * Real.cos (((n : ℝ) + 1) * t) - Real.cos (n * t) := by
      have e1 : ((n : ℝ) + 1 + 1) * t = ((n : ℝ) + 1) * t + t := by ring
      have e2 : (n : ℝ) * t = ((n : ℝ) + 1) * t - t := by ring
      rw [e1, e2, Real.cos_add, Real.cos_sub]
      ring
    rw [dampedKernel_succ]
    push_cast
    linear_combination ih + hc
```

Adding these identities for D_0, …, D_{n−1} leaves only the ends:

(1 − cos t) F_n = 1 − cos(nt) ≥ 0.

If cos t < 1, divide by the positive factor. If cos t = 1, then sin t = 0 and every cos(kt) is 1, so D_m = 2m + 1 and F_n = n². The proof below makes the same case distinction, with `closed` as the summed identity.

```lean
/-- The Fejér sum is nonnegative at every angle. -/
theorem fejerSum_nonneg (n : ℕ) (t : ℝ) : 0 ≤ fejerSum n t := by
  have closed : (1 - Real.cos t) * fejerSum n t = 1 - Real.cos (n * t) := by
    induction n with
    | zero => simp [fejerSum]
    | succ n ih =>
      have hs : fejerSum (n + 1) t =
          fejerSum n t + dampedKernel (fun _ => 1) (n + 1) t :=
        Finset.sum_range_succ _ _
      rw [hs]
      push_cast
      linear_combination ih + undamped_closed n t
  by_cases h : Real.cos t = 1
  · -- here every cosine in the sum equals one
    have hs : Real.sin t = 0 := by
      have h2 := Real.sin_sq_add_cos_sq t
      rw [h] at h2
      exact (pow_eq_zero_iff two_ne_zero).1 (by linarith)
    have hk : ∀ k : ℕ, Real.cos (k * t) = 1 := by
      intro k
      induction k with
      | zero => simp
      | succ k ih =>
        have e : ((k + 1 : ℕ) : ℝ) * t = k * t + t := by push_cast; ring
        rw [e, Real.cos_add, ih, h, hs]
        ring
    unfold fejerSum
    refine Finset.sum_nonneg fun m _ => ?_
    simp only [dampedKernel, hk]
    positivity
  · have hpos : 0 < 1 - Real.cos t :=
      sub_pos.2 (lt_of_le_of_ne (Real.cos_le_one t) h)
    refine (mul_nonneg_iff_of_pos_left hpos).1 ?_
    rw [closed]
    linarith [Real.cos_le_one (n * t)]
```

Q: That is one special kernel. Mine has arbitrary g_n.

A: Yours is a weighted sum of the F_n. For N ≥ 1, insert 2cos(nt) = D_n − D_{n−1} and sum by parts:

K = Σ_{0≤n<N} (g_n − g_{n+1}) D_n + g_N D_{N−1}.

Then insert D_n = F_{n+1} − F_n, with F_0 = 0, and sum by parts again:

K = Σ_{0≤n<N} Δ_n F_{n+1} + (g_N − g_{N+1}) F_N + g_N D_{N−1}.

Both boundary terms vanish because g_N = g_{N+1} = 0. For N = 0, both K = g_0 and the empty sum are zero. The local statement `abel` is the second formula with N = M + 1, proved by induction on M.

```lean
/-- If the damping factors vanish from `N` on, the damped kernel is the sum of Fejér sums
weighted by the second differences of the damping. -/
theorem dampedKernel_eq_sum_fejer (g : ℕ → ℝ) (N : ℕ) (hN : ∀ n, N ≤ n → g n = 0) (t : ℝ) :
    dampedKernel g N t = ∑ n ∈ range N, secondDiff g n * fejerSum (n + 1) t := by
  -- two summations by parts, with their boundary terms
  have abel : ∀ M : ℕ, dampedKernel g (M + 1) t =
      ∑ n ∈ range (M + 1), secondDiff g n * fejerSum (n + 1) t
        + (g (M + 1) - g (M + 2)) * fejerSum (M + 1) t
        + g (M + 1) * dampedKernel (fun _ => 1) (M + 1) t := by
    intro M
    induction M with
    | zero =>
      simp [dampedKernel, fejerSum, secondDiff]
      ring
    | succ M ih =>
      have h1 := dampedKernel_succ g M t
      have h2 : dampedKernel (fun _ => 1) (M + 1 + 1) t =
          dampedKernel (fun _ => 1) (M + 1) t + 2 * 1 * Real.cos (((M : ℝ) + 1) * t) :=
        dampedKernel_succ _ M t
      have h3 : fejerSum (M + 1 + 1) t =
          fejerSum (M + 1) t + dampedKernel (fun _ => 1) (M + 1 + 1) t :=
        Finset.sum_range_succ _ _
      rw [Finset.sum_range_succ _ (M + 1)]
      unfold secondDiff at ih ⊢
      linear_combination h1 + ih - g (M + 1) * h2 - (g (M + 1) - g (M + 2)) * h3
  cases N with
  | zero => simp [dampedKernel, hN 0 le_rfl]
  | succ M =>
    rw [abel M, hN (M + 1) le_rfl, hN (M + 2) (by omega)]
    ring
```

Now every term is a product of two nonnegative numbers. In the theorem, `hN` says that the factors vanish from N on, as they must if only N moments are used, and `hg` says that the damping curve is convex, including across the cut-off. Nothing fixes g_0 = 1, which you would add to preserve the total weight.

```lean
/-- Convex damping is positive: if the damping factors vanish from `N` on and have nonnegative
second differences, the damped kernel is nonnegative at every angle. -/
theorem dampedKernel_nonneg (g : ℕ → ℝ) (N : ℕ) (hN : ∀ n, N ≤ n → g n = 0)
    (hg : ∀ n, 0 ≤ g n - 2 * g (n + 1) + g (n + 2)) (t : ℝ) :
    0 ≤ dampedKernel g N t := by
  rw [dampedKernel_eq_sum_fejer g N hN t]
  exact Finset.sum_nonneg fun n _ => mul_nonneg (hg n) (fejerSum_nonneg _ t)
```

Q: Is zero the best you can say?

A: Keeping only the n = 0 term, where F_1 = 1, gives K(t) ≥ Δ_0 = g_0 − 2g_1 + g_2. `Finset.single_le_sum` is the step that drops the other nonnegative terms.

```lean
/-- For convex damping factors that vanish from `N` on, the kernel is nowhere smaller than
`g 0 - 2 g 1 + g 2`. -/
theorem dampedKernel_lower_bound (g : ℕ → ℝ) (N : ℕ) (hN : ∀ n, N ≤ n → g n = 0)
    (hg : ∀ n, 0 ≤ g n - 2 * g (n + 1) + g (n + 2)) (t : ℝ) :
    g 0 - 2 * g 1 + g 2 ≤ dampedKernel g N t := by
  rcases Nat.eq_zero_or_pos N with h0 | hpos
  · subst h0
    simp [dampedKernel, hN 0 le_rfl, hN 1 (by omega), hN 2 (by omega)]
  · rw [dampedKernel_eq_sum_fejer g N hN t]
    -- keep only the first term of the sum
    have h := Finset.single_le_sum
      (f := fun n => secondDiff g n * fejerSum (n + 1) t)
      (fun n _ => mul_nonneg (hg n) (fejerSum_nonneg _ t)) (Finset.mem_range.2 hpos)
    have h1 : fejerSum (0 + 1) t = 1 := by simp [fejerSum, dampedKernel]
    have h2 : secondDiff g 0 * fejerSum (0 + 1) t = g 0 - 2 * g 1 + g 2 := by
      rw [h1, mul_one]
      rfl
    exact h2 ▸ h
```

Q: And the Lorentz factors really are convex, even at the cut-off?

A: Yes. For n + 1 < N, the addition theorem for sinh gives

Δ_n = 2 sinh(c(1 − (n+1)/N)) (cosh(c/N) − 1)/sinh c > 0.

At n = N − 1 the next two factors are zero, so Δ_n = g_{N−1} = sinh(c/N)/sinh c > 0. The proof splits at the same place; `hval` records that the sinh formula also gives the right value, zero, at index N.

```lean
/-- For `c > 0` the Lorentz damping factors have strictly positive second differences at
every `n < N`. -/
theorem lorentz_secondDiff_pos {c : ℝ} (hc : 0 < c) {N n : ℕ} (hn : n < N) :
    0 < secondDiff (lorentz c N) n := by
  have hN : (0 : ℝ) < N := by exact_mod_cast (by omega : 0 < N)
  have hS : 0 < Real.sinh c := Real.sinh_pos_iff.2 hc
  have hval : ∀ k : ℕ, k ≤ N →
      lorentz c N k = Real.sinh (c * (1 - (k : ℝ) / N)) / Real.sinh c := by
    intro k hk
    rcases Nat.lt_or_ge k N with h | h
    · exact if_pos h
    · have hkN : k = N := le_antisymm hk h
      subst hkN
      simp [lorentz, div_self hN.ne']
  unfold secondDiff
  by_cases h : n + 1 < N
  · have ha : 0 < c * (1 - ((n + 1 : ℕ) : ℝ) / N) :=
      mul_pos hc (sub_pos.2 ((div_lt_one hN).2 (by exact_mod_cast h)))
    have hh : 1 < Real.cosh (c / N) := Real.one_lt_cosh.2 (div_pos hc hN).ne'
    have e0 : c * (1 - (n : ℝ) / N) = c * (1 - ((n + 1 : ℕ) : ℝ) / N) + c / N := by
      push_cast; ring
    have e2 : c * (1 - ((n + 2 : ℕ) : ℝ) / N) =
        c * (1 - ((n + 1 : ℕ) : ℝ) / N) - c / N := by
      push_cast; ring
    -- the addition theorem turns the second difference into a product
    have key : lorentz c N n - 2 * lorentz c N (n + 1) + lorentz c N (n + 2) =
        2 * Real.sinh (c * (1 - ((n + 1 : ℕ) : ℝ) / N)) * (Real.cosh (c / N) - 1)
          / Real.sinh c := by
      rw [hval n (by omega), hval (n + 1) (by omega), hval (n + 2) (by omega), e0, e2,
        Real.sinh_add, Real.sinh_sub]
      ring
    rw [key]
    exact div_pos (mul_pos (mul_pos two_pos (Real.sinh_pos_iff.2 ha)) (sub_pos.2 hh)) hS
  · -- at the cut-off only the first of the three factors survives
    have h1 : lorentz c N (n + 1) = 0 := if_neg h
    have h2 : lorentz c N (n + 2) = 0 := if_neg (by omega)
    have ha : 0 < c * (1 - (n : ℝ) / N) :=
      mul_pos hc (sub_pos.2 ((div_lt_one hN).2 (by exact_mod_cast hn)))
    rw [h1, h2, hval n hn.le]
    have := div_pos (Real.sinh_pos_iff.2 ha) hS
    linarith
```

In particular Δ_0 > 0, and the lower bound makes the kernel strictly positive. The next theorem writes the Lorentz kernel out in full, so you can compare it with your formula without unfolding a definition. At N = 1 it is simply the constant 1.

```lean
/-- The Lorentz kernel with `c > 0` and `N > 0` is strictly positive at every angle. -/
theorem lorentz_kernel_pos {c : ℝ} (hc : 0 < c) {N : ℕ} (hN : 0 < N) (t : ℝ) :
    0 < 1 + 2 * ∑ n ∈ Ico 1 N,
      Real.sinh (c * (1 - (n : ℝ) / N)) / Real.sinh c * Real.cos (n * t) := by
  have hvan : ∀ n, N ≤ n → lorentz c N n = 0 := fun n hn => if_neg (not_lt_of_ge hn)
  have hconv : ∀ n, 0 ≤ lorentz c N n - 2 * lorentz c N (n + 1) + lorentz c N (n + 2) := by
    intro n
    rcases Nat.lt_or_ge n N with h | h
    · exact (lorentz_secondDiff_pos hc h).le
    · rw [hvan n h, hvan (n + 1) (by omega), hvan (n + 2) (by omega)]
      norm_num
  have hlow := dampedKernel_lower_bound (lorentz c N) N hvan hconv t
  have hpos : 0 < lorentz c N 0 - 2 * lorentz c N 1 + lorentz c N 2 :=
    lorentz_secondDiff_pos hc hN
  have h0 : lorentz c N 0 = 1 := by
    simp [lorentz, hN, div_self (Real.sinh_pos_iff.2 hc).ne']
  have hsum : ∑ n ∈ Ico 1 N, lorentz c N n * Real.cos (n * t) = ∑ n ∈ Ico 1 N,
      Real.sinh (c * (1 - (n : ℝ) / N)) / Real.sinh c * Real.cos (n * t) := by
    refine Finset.sum_congr rfl fun n hn => ?_
    have hl : lorentz c N n = Real.sinh (c * (1 - (n : ℝ) / N)) / Real.sinh c :=
      if_pos (Finset.mem_Ico.1 hn).2
    rw [hl]
  have hfin := lt_of_lt_of_le hpos hlow
  unfold dampedKernel at hfin
  rwa [h0, hsum] at hfin
```

Q: Constant factors g_n = 1 are convex too. Why doesn't your theorem bless plain truncation?

A: Because they do not vanish from N on. If you set them to zero there, convexity fails at the edge: for N ≥ 2, Δ_{N−2} = 1 − 2 + 0 = −1. The kernel does go negative. Take n ≥ 1 and t = 3π/(2n+1). Then nt = 3π/2 − t/2 and (n+1)t = 3π/2 + t/2, so

(1 − cos t) D_n = −2 sin(t/2) < 0,

because 0 < t/2 ≤ π/2. Since 1 − cos t ≥ 0, D_n must be negative. Lean rewrites the two angles in `e1` and `e2` and reaches the same conclusion by contradiction.

```lean
/-- Without damping positivity fails: the undamped kernel with `n ≥ 1` cosine terms is
negative at the angle `3π / (2n + 1)`. -/
theorem undamped_neg {n : ℕ} (hn : 1 ≤ n) :
    dampedKernel (fun _ => 1) (n + 1) (3 * Real.pi / (2 * n + 1)) < 0 := by
  have hn' : (1 : ℝ) ≤ n := by exact_mod_cast hn
  have hd : (0 : ℝ) < 2 * n + 1 := by positivity
  have hpi := Real.pi_pos
  have hclosed := undamped_closed n (3 * Real.pi / (2 * n + 1))
  -- both angles lie symmetrically about 3π/2
  have e1 : (n : ℝ) * (3 * Real.pi / (2 * n + 1)) =
      (Real.pi / 2 - 3 * Real.pi / (2 * (2 * n + 1))) + Real.pi := by
    field_simp
    ring
  have e2 : ((n : ℝ) + 1) * (3 * Real.pi / (2 * n + 1)) =
      (3 * Real.pi / (2 * (2 * n + 1)) + Real.pi / 2) + Real.pi := by
    field_simp
    ring
  rw [e1, e2, Real.cos_add_pi, Real.cos_add_pi, Real.cos_pi_div_two_sub,
    Real.cos_add_pi_div_two] at hclosed
  have hsin : 0 < Real.sin (3 * Real.pi / (2 * (2 * n + 1))) := by
    apply Real.sin_pos_of_pos_of_lt_pi
    · positivity
    · rw [div_lt_iff₀ (by positivity)]
      nlinarith [mul_nonneg hpi.le (sub_nonneg.2 hn')]
  by_contra h
  have hprod := mul_nonneg
    (sub_nonneg.2 (Real.cos_le_one (3 * Real.pi / (2 * n + 1)))) (not_lt.1 h)
  linarith

end

end ConvexDamping
```

```lean
#print axioms ConvexDamping.dampedKernel_nonneg
#print axioms ConvexDamping.lorentz_kernel_pos
#print axioms ConvexDamping.undamped_neg
```

```
'ConvexDamping.dampedKernel_nonneg' depends on axioms: [propext, Classical.choice, Quot.sound]
'ConvexDamping.lorentz_kernel_pos' depends on axioms: [propext, Classical.choice, Quot.sound]
'ConvexDamping.undamped_neg' depends on axioms: [propext, Classical.choice, Quot.sound]
```

Q: What does this change in a calculation?

A: One multiplication per moment. A common way is to start from normalised vectors |r⟩ whose components have equal modulus and independent, uniformly random phases, generate T_n(H)|r⟩ by the Chebyshev recursion, and estimate the moments μ_n by averaging ⟨r|T_n(H)|r⟩ over the random vectors. You then multiply each moment by g_n and evaluate the cosine sum on a grid of angles. Take a single level at E = 0 and N = 3, so that μ_0 = 1, μ_1 = 0 and μ_2 = −1. At x = 0.9, where T_2(x) = 0.62, the undamped bracket in ρ is

1 − 2 · 0.62 = −0.24.

With Lorentz damping and c = 3, g_2 = sinh 1/sinh 3 ≈ 0.117, and the bracket becomes about 0.85.

Q: Does that settle every damping I might choose?

A: No. Convexity is sufficient, not necessary. The Jackson factors start out concave when N is large, so this theorem says nothing about them, although their kernel is nonnegative too.

The same argument does handle a close neighbour, the linear damping g_n = 1 − n/N for n < N and zero afterwards, with N ≥ 1. Its only nonzero second difference is Δ_{N−1} = 1/N, so the sum collapses to K = F_N/N, the Fejér kernel, which is nonnegative. For N ≥ 2 it touches zero at t = 2π/N, whereas the Lorentz kernel stays above zero everywhere.
